# Real eigenvalues of a finite tight-binding chain with balanced end gain and loss up to the hopping strength

Two sites coupled by a hopping $h>0$, with gain $c\ge 0$ on one and equal loss on the other, have the Hamiltonian

$$H=\begin{pmatrix} ic & h\\ h & -ic\end{pmatrix},\qquad E^2=h^2-c^2 .$$

Its eigenvalues are real for $c\le h$, although $H$ is not Hermitian for $c>0$. I believe the same holds for an open chain of $N\ge2$ sites with uniform hopping $h$, energies $ic$ and $-ic$ on the first and last sites, and zero between them. Can this be made rigorous for every such $N$, and checked by machine?

## Yes: two boundary relations force a real Bloch phase

Number the sites $1,\dots,N$. Let $\psi\neq0$ satisfy $H\psi=E\psi$, and set $g=c/h$, so $0\le g\le1$. Define $\varphi_m=\psi_m$ on the chain and continue it to two fictitious sites:

$$\varphi_0=ig\,\varphi_1,\qquad \varphi_{N+1}=-ig\,\varphi_N .$$

These values absorb the end energies. Write $E/h=z+y$ with $zy=1$ and $|z|\ge1$, where $z,y$ are the roots of $t^2-(E/h)t+1=0$. For $1\le m\le N$,

$$\varphi_{m+1}+\varphi_{m-1}=(z+y)\varphi_m ,$$

and therefore

$$\varphi_{m+1}-z\varphi_m=y(\varphi_m-z\varphi_{m-1}).$$

Iterating $N$ times gives $z^N(\varphi_{N+1}-z\varphi_N)=\varphi_1-z\varphi_0$. Insert the boundary values, then repeat with $z$ and $y$ exchanged and multiply by $z^{N+1}$:

$$z^N(z+ig)\varphi_N=-(1-igz)\varphi_1,\qquad
z^N(z-ig)\varphi_1=-(1+igz)\varphi_N .$$

Suppose $|z|>1$. Expanding the squares gives

$$|z+ig|^2-|1-igz|^2=(1-g^2)(|z|^2-1)\ge0 ,$$

and $|z\pm ig|\ge|z|-g>0$. The identity also holds with $g$ replaced by $-g$. Dividing out these factors leaves

$$|z|^N|\varphi_N|\le|\varphi_1|,\qquad |z|^N|\varphi_1|\le|\varphi_N| .$$

Hence $|z|^{2N}|\varphi_1|\le|\varphi_1|$, so $\varphi_1=0$. Then $\varphi_0=0$, and the recurrence makes every amplitude vanish, contradicting $\psi\ne0$.

So $|z|=1$ and $y=\bar z$. With $z=e^{ik}$, $E=2h\cos k$ is real. For $c>0$ and $N\ge2$, the first diagonal entry $ic$ is not real, so $H$ is not Hermitian.

## What the Lean theorems say

`gainLossChain N h c` is the $N\times N$ complex matrix $H$. Its indices in `Fin N` start at zero, while `siteAmp` and `extAmp` count sites from one, as above; `extAmp` is $\varphi$. An eigenstate is a vector `ψ ≠ 0` with `gainLossChain N h c *ᵥ ψ = E • ψ`, where `E` is complex from the start.

`real_eigenvalues_nonHermitian` assumes `2 ≤ N`, `0 < h`, `0 ≤ c` and `c ≤ h`. It concludes `E.im = 0` for every eigenstate, and that the matrix is not Hermitian if `0 < c`. `eigenvalue_in_band` gives the form $2h\cos k$ with real $k$.

`two_site_complex_eigenvalue` shows that the bound is sharp for $N=2$: if $c>h>0$, then $i\sqrt{c^2-h^2}$ is an eigenvalue. No threshold for longer chains is stated.

The imaginary energies are postulated; they stand for linear amplification and absorption at the ends. For this finite, non-interacting model, real eigenvalues mean that no eigenstate grows or decays exponentially in time. They do not guarantee a basis of eigenstates: at $c=h$ the two-site matrix is nonzero but squares to zero.

## How the proof follows the calculation

- `chain_mulVec` turns the matrix product into the lattice equation, and `exists_blochFactor` supplies $z$ and $y$.
- `transfer` proves the iterated relation by induction on $N$; `linear_combination` verifies the algebra of each step.
- `boundary_factor_le` compares squared norms, with `nlinarith` using the product $(1-g^2)(|z|^2-1)\ge0$.
- `no_evanescent_state` applies `transfer` twice, takes norms and obtains $\varphi_1=0$.
- `eigenvalue_in_band` splits into $|z|=1$, where $k$ is `Real.arccos z.re`, and $|z|>1$. In the second case it checks the boundary values and recurrence for `extAmp`, then propagates the zero along the chain by induction.
- The non-Hermiticity proof compares the first diagonal entry with its conjugate. The two-site proof checks the unnormalised vector $(h,\,i(\kappa-c))$ with $\kappa=\sqrt{c^2-h^2}$.

```lean
import Mathlib

open Matrix Complex

namespace BalancedGainLossChain

noncomputable section

/-- On-site energy of the chain, sites counted from zero: `ic` on the first site, `-ic` on the last
site and zero elsewhere; for `N = 1` the two contributions cancel. -/
def endPotential (N : ℕ) (c : ℝ) (i : ℕ) : ℂ :=
  (if i = 0 then I * c else 0) - (if i + 1 = N then I * c else 0)

/-- Hamiltonian of the open `N`-site chain with uniform hopping `h`, gain `c` on the first
site and loss `c` on the last. -/
def gainLossChain (N : ℕ) (h c : ℝ) : Matrix (Fin N) (Fin N) ℂ := fun i j =>
  (if (j : ℕ) = i + 1 then (h : ℂ) else 0) + (if (i : ℕ) = j + 1 then (h : ℂ) else 0)
    + (if i = j then endPotential N c i else 0)

/-- Amplitude of a state on site `k`, sites counted from one; it is zero outside the chain. -/
def siteAmp {N : ℕ} (ψ : Fin N → ℂ) (k : ℕ) : ℂ :=
  ∑ j : Fin N, if (j : ℕ) + 1 = k then ψ j else 0

/-- Amplitudes continued to the fictitious sites `0` and `N + 1`, with values `ig` times the
first amplitude and `-ig` times the last one. -/
def extAmp {N : ℕ} (g : ℝ) (ψ : Fin N → ℂ) (k : ℕ) : ℂ :=
  siteAmp ψ k + (if k = 0 then I * g * siteAmp ψ 1 else 0)
    - (if k = N + 1 then I * g * siteAmp ψ N else 0)

/-- Site `i + 1`, counted from one, carries the vector component with index `i`. -/
theorem siteAmp_succ {N : ℕ} (ψ : Fin N → ℂ) (i : Fin N) :
    siteAmp ψ ((i : ℕ) + 1) = ψ i := by
  unfold siteAmp
  rw [Finset.sum_eq_single i]
  · simp
  · intro j _ hj
    exact if_neg fun h => hj (Fin.ext (by omega))
  · simp

/-- The Hamiltonian acts by hopping from the two neighbouring sites plus the on-site energy. -/
theorem chain_mulVec {N : ℕ} (h c : ℝ) (ψ : Fin N → ℂ) (i : Fin N) :
    (gainLossChain N h c *ᵥ ψ) i =
      h * (siteAmp ψ ((i : ℕ) + 2) + siteAmp ψ i) + endPotential N c i * ψ i := by
  simp only [Matrix.mulVec, dotProduct, gainLossChain, add_mul, Finset.sum_add_distrib]
  unfold siteAmp
  rw [mul_add, Finset.mul_sum, Finset.mul_sum]
  refine congrArg₂ (· + ·) (congrArg₂ (· + ·) ?_ ?_) ?_
  · refine Finset.sum_congr rfl fun j _ => ?_
    split_ifs <;> first | (exfalso; omega) | simp
  · refine Finset.sum_congr rfl fun j _ => ?_
    split_ifs <;> first | (exfalso; omega) | simp
  · simp

/-- Every complex number is `z + y` with `z y = 1` and `|z| ≥ 1`. -/
theorem exists_blochFactor (w : ℂ) : ∃ z y : ℂ, z * y = 1 ∧ w = z + y ∧ 1 ≤ ‖z‖ := by
  obtain ⟨s, hs⟩ := IsAlgClosed.exists_pow_nat_eq (w ^ 2 - 4) (n := 2) two_pos
  have hzy : (w + s) / 2 * ((w - s) / 2) = 1 := by linear_combination -hs / 4
  rcases le_total 1 ‖(w + s) / 2‖ with h1 | h1
  · exact ⟨_, _, hzy, by ring, h1⟩
  · refine ⟨(w - s) / 2, (w + s) / 2, by rw [mul_comm]; exact hzy, by ring, ?_⟩
    have hn := congrArg norm hzy
    rw [norm_mul, norm_one] at hn
    nlinarith [mul_nonneg (sub_nonneg.2 h1) (norm_nonneg ((w - s) / 2))]

/-- For a solution of the lattice equation with `z y = 1`, the combination `φ(m+1) - z φ(m)` at `m =
N`, multiplied by `z ^ N`, equals its value at `m = 0`. -/
theorem transfer {φ : ℕ → ℂ} {z y : ℂ} (hzy : z * y = 1) (N : ℕ)
    (hrec : ∀ k < N, φ (k + 2) + φ k = (z + y) * φ (k + 1)) :
    z ^ N * (φ (N + 1) - z * φ N) = φ 1 - z * φ 0 := by
  induction N with
  | zero => simp
  | succ n ih =>
    rw [← ih fun k hk => hrec k (by omega)]
    linear_combination z ^ (n + 1) * hrec n (by omega) + z ^ n * φ (n + 1) * hzy

/-- For `|g| ≤ 1` and `|z| > 1`, `|1 - igz|` is at most `|z + ig|`, which is positive. -/
theorem boundary_factor_le {g : ℝ} (hg : |g| ≤ 1) {z : ℂ} (hz : 1 < ‖z‖) :
    ‖1 - I * g * z‖ ≤ ‖z + I * g‖ ∧ 0 < ‖z + I * g‖ := by
  constructor
  · have hg2 : 0 ≤ 1 - g ^ 2 := by nlinarith [sq_abs g, abs_nonneg g]
    have hz2 : 0 ≤ z.re * z.re + z.im * z.im - 1 := by
      rw [← Complex.normSq_apply, Complex.normSq_eq_norm_sq]
      nlinarith
    apply (sq_le_sq₀ (norm_nonneg _) (norm_nonneg _)).1
    rw [Complex.sq_norm, Complex.sq_norm, Complex.normSq_apply, Complex.normSq_apply]
    simp
    nlinarith [mul_nonneg hg2 hz2]
  · have h1 := norm_sub_le (z + I * g) (I * g)
    rw [add_sub_cancel_right] at h1
    have h2 : ‖I * (g : ℂ)‖ = |g| := by simp
    linarith

/-- With `|g| ≤ 1` and `|z| > 1`, a solution of the lattice equation obeying the gain and
loss boundary conditions vanishes on the first site. -/
theorem no_evanescent_state {N : ℕ} (hN : 1 ≤ N) {g : ℝ} (hg : |g| ≤ 1) {z y : ℂ}
    (hzy : z * y = 1) (hz : 1 < ‖z‖) {φ : ℕ → ℂ}
    (hrec : ∀ k < N, φ (k + 2) + φ k = (z + y) * φ (k + 1))
    (h0 : φ 0 = I * g * φ 1) (h1 : φ (N + 1) = -(I * g * φ N)) : φ 1 = 0 := by
  have e1 := transfer hzy N hrec
  have e2 := transfer (z := y) (y := z) (by rw [mul_comm]; exact hzy) N
    (fun k hk => by rw [hrec k hk]; ring)
  rw [h0, h1] at e1 e2
  have hp : z ^ N * y ^ N = 1 := by rw [← mul_pow, hzy, one_pow]
  have g1 : z ^ N * ((z + I * g) * φ N) = -((1 - I * g * z) * φ 1) := by
    linear_combination -e1
  have g2 : z ^ N * ((z - I * g) * φ 1) = -((1 + I * g * z) * φ N) := by
    linear_combination -(z ^ N * z) * e2 + z ^ N * (I * g) * φ 1 * hzy
      - (z * (I * g) + z * y) * φ N * hp - φ N * hzy
  have n1 := congrArg norm g1
  have n2 := congrArg norm g2
  rw [norm_neg, norm_mul, norm_mul, norm_mul, norm_pow] at n1 n2
  obtain ⟨q1, p1⟩ := boundary_factor_le hg hz
  obtain ⟨q2, p2⟩ := boundary_factor_le (g := -g) (by rwa [abs_neg]) hz
  rw [show 1 - I * ((-g : ℝ) : ℂ) * z = 1 + I * g * z by push_cast; ring,
    show z + I * ((-g : ℝ) : ℂ) = z - I * g by push_cast; ring] at q2
  rw [show z + I * ((-g : ℝ) : ℂ) = z - I * g by push_cast; ring] at p2
  -- in modulus, each end amplitude is at least `|z| ^ N` times the other
  have r1 : ‖z‖ ^ N * ‖φ N‖ ≤ ‖φ 1‖ := by
    refine le_of_mul_le_mul_left ?_ p1
    linarith [mul_le_mul_of_nonneg_right q1 (norm_nonneg (φ 1))]
  have r2 : ‖z‖ ^ N * ‖φ 1‖ ≤ ‖φ N‖ := by
    refine le_of_mul_le_mul_left ?_ p2
    linarith [mul_le_mul_of_nonneg_right q2 (norm_nonneg (φ N))]
  have hR : 1 < ‖z‖ ^ N := one_lt_pow₀ hz (by omega)
  have r3 := mul_nonneg (sub_nonneg.2 hR.le) (norm_nonneg (φ N))
  by_contra hne
  have r4 := mul_pos (sub_pos.2 hR) (norm_pos_iff.2 hne)
  linarith

/-- For `h > 0` and `0 ≤ c ≤ h` every eigenvalue of the chain has the form `2h cos k` with real `k`.
-/
theorem eigenvalue_in_band {N : ℕ} {h c : ℝ} (hh : 0 < h) (hc : 0 ≤ c) (hch : c ≤ h)
    {E : ℂ} {ψ : Fin N → ℂ} (hψ : ψ ≠ 0) (hE : gainLossChain N h c *ᵥ ψ = E • ψ) :
    ∃ k : ℝ, E = ((2 * h * Real.cos k : ℝ) : ℂ) := by
  rcases Nat.eq_zero_or_pos N with rfl | hN
  · exact absurd (Subsingleton.elim ψ 0) hψ
  have hh0 : (h : ℂ) ≠ 0 := by exact_mod_cast hh.ne'
  obtain ⟨z, y, hzy, hw, hz⟩ := exists_blochFactor (E / h)
  have hw' : E = (z + y) * h := (div_eq_iff hh0).1 hw
  rcases hz.eq_or_lt with h1 | h1
  · -- on the unit circle `y` is the conjugate of `z`
    have hcz : z * starRingEnd ℂ z = 1 := by
      rw [Complex.mul_conj, Complex.normSq_eq_norm_sq, ← h1]; simp
    have hy : y = starRingEnd ℂ z := by
      linear_combination (starRingEnd ℂ z) * hzy - y * hcz
    have hre := abs_le.1 ((Complex.abs_re_le_norm z).trans h1.symm.le)
    refine ⟨Real.arccos z.re, ?_⟩
    rw [Real.cos_arccos hre.1 hre.2, hw', hy, Complex.add_conj]
    push_cast
    ring
  · -- off the unit circle the state would vanish
    exfalso
    have hg : |c / h| ≤ 1 := by
      rw [abs_of_nonneg (div_nonneg hc hh.le)]
      exact (div_le_one₀ hh).2 hch
    have hgc : (h : ℂ) * ((c / h : ℝ) : ℂ) = c := by
      push_cast
      field_simp
    generalize c / h = g at hg hgc
    have hu0 : siteAmp ψ 0 = 0 := by simp [siteAmp]
    have huN : siteAmp ψ (N + 1) = 0 :=
      Finset.sum_eq_zero fun j _ => if_neg (by have := j.isLt; omega)
    have inner : ∀ k, 1 ≤ k → k ≤ N → extAmp g ψ k = siteAmp ψ k := by
      intro k hk hkN
      unfold extAmp
      rw [if_neg (show ¬ k = 0 by omega), if_neg (show ¬ k = N + 1 by omega)]
      ring
    have hb0 : extAmp g ψ 0 = I * g * extAmp g ψ 1 := by
      rw [inner 1 le_rfl hN]
      unfold extAmp
      rw [if_pos (show (0 : ℕ) = 0 from rfl), if_neg (show ¬ 0 = N + 1 by omega), hu0]
      ring
    have hbN : extAmp g ψ (N + 1) = -(I * g * extAmp g ψ N) := by
      rw [inner N hN le_rfl]
      unfold extAmp
      rw [if_neg (show ¬ N + 1 = 0 by omega), if_pos (show N + 1 = N + 1 from rfl), huN]
      ring
    have hrec : ∀ k < N, extAmp g ψ (k + 2) + extAmp g ψ k
        = (z + y) * extAmp g ψ (k + 1) := by
      intro k hk
      have e : (h : ℂ) * (siteAmp ψ (k + 2) + siteAmp ψ k)
          + endPotential N c k * siteAmp ψ (k + 1) = E * siteAmp ψ (k + 1) := by
        have e := congrFun hE ⟨k, hk⟩
        rw [chain_mulVec] at e
        rw [show siteAmp ψ (k + 1) = ψ ⟨k, hk⟩ from siteAmp_succ ψ ⟨k, hk⟩]
        exact e
      have a2 : (h : ℂ) * extAmp g ψ (k + 2) = h * siteAmp ψ (k + 2)
          - (if k + 1 = N then I * c else 0) * siteAmp ψ (k + 1) := by
        unfold extAmp
        rw [if_neg (show ¬ k + 2 = 0 by omega)]
        by_cases hkN : k + 1 = N
        · have hs : siteAmp ψ N = siteAmp ψ (k + 1) := by rw [hkN]
          rw [if_pos (show k + 2 = N + 1 by omega), if_pos hkN, hs]
          linear_combination -(I * siteAmp ψ (k + 1)) * hgc
        · rw [if_neg (show ¬ k + 2 = N + 1 by omega), if_neg hkN]
          ring
      have a3 : (h : ℂ) * extAmp g ψ k = h * siteAmp ψ k
          + (if k = 0 then I * c else 0) * siteAmp ψ (k + 1) := by
        unfold extAmp
        rw [if_neg (show ¬ k = N + 1 by omega)]
        by_cases hk0 : k = 0
        · have hs : siteAmp ψ 1 = siteAmp ψ (k + 1) := by subst hk0; rfl
          rw [if_pos hk0, if_pos hk0, hs]
          linear_combination (I * siteAmp ψ (k + 1)) * hgc
        · rw [if_neg hk0, if_neg hk0]
          ring
      unfold endPotential at e
      apply mul_left_cancel₀ hh0
      linear_combination a2 + a3 + e + siteAmp ψ (k + 1) * hw'
        - h * (z + y) * inner (k + 1) (by omega) hk
    have hfirst := no_evanescent_state hN hg hzy h1 hrec hb0 hbN
    have hall : ∀ k, k ≤ N → extAmp g ψ k = 0 ∧ extAmp g ψ (k + 1) = 0 := by
      intro k
      induction k with
      | zero => exact fun _ => ⟨by rw [hb0, hfirst, mul_zero], hfirst⟩
      | succ k ih =>
        intro hk
        obtain ⟨i1, i2⟩ := ih (by omega)
        have := hrec k hk
        rw [i1, i2, add_zero, mul_zero] at this
        exact ⟨i2, this⟩
    exact hψ (funext fun i => (siteAmp_succ ψ i).symm.trans
      ((inner ((i : ℕ) + 1) (by omega) i.isLt).symm.trans (hall ((i : ℕ) + 1) i.isLt).1))

/-- For `h > 0`, `0 ≤ c ≤ h` and `N ≥ 2` all eigenvalues of the chain with balanced gain and
loss are real, and for `c > 0` its Hamiltonian is not Hermitian. -/
theorem real_eigenvalues_nonHermitian {N : ℕ} (hN : 2 ≤ N) {h c : ℝ} (hh : 0 < h)
    (hc : 0 ≤ c) (hch : c ≤ h) :
    (∀ (E : ℂ) (ψ : Fin N → ℂ), ψ ≠ 0 → gainLossChain N h c *ᵥ ψ = E • ψ → E.im = 0) ∧
      (0 < c → ¬ (gainLossChain N h c).IsHermitian) := by
  constructor
  · intro E ψ hψ hE
    obtain ⟨k, hk⟩ := eigenvalue_in_band hh hc hch hψ hE
    rw [hk, Complex.ofReal_im]
  · intro hpos hH
    -- the first diagonal entry is `ic`, which is not real
    have d : gainLossChain N h c ⟨0, by omega⟩ ⟨0, by omega⟩ = I * c := by
      simp [gainLossChain, endPotential, show ¬ (1 = N) by omega]
    have hs := hH.apply ⟨0, by omega⟩ ⟨0, by omega⟩
    rw [d] at hs
    have him := congrArg Complex.im hs
    simp at him
    linarith

/-- For two sites and `c > h > 0` the chain has the eigenvalue `i √(c² - h²)`, whose
imaginary part is positive. -/
theorem two_site_complex_eigenvalue {h c : ℝ} (hh : 0 < h) (hch : h < c) :
    0 < √(c ^ 2 - h ^ 2) ∧ ∃ ψ : Fin 2 → ℂ, ψ ≠ 0 ∧
      gainLossChain 2 h c *ᵥ ψ = (I * (√(c ^ 2 - h ^ 2) : ℝ)) • ψ := by
  have hp : 0 < c ^ 2 - h ^ 2 := by nlinarith
  refine ⟨Real.sqrt_pos.2 hp, ?_⟩
  have hk := Real.sq_sqrt hp.le
  generalize √(c ^ 2 - h ^ 2) = κ at hk
  have hk' : (κ : ℂ) ^ 2 = c ^ 2 - h ^ 2 := by exact_mod_cast hk
  have hM : gainLossChain 2 h c = !![I * c, (h : ℂ); (h : ℂ), -(I * c)] := by
    ext i j
    fin_cases i <;> fin_cases j <;> simp [gainLossChain, endPotential]
  refine ⟨![(h : ℂ), I * (κ - c)], fun h0 => ?_, ?_⟩
  · have h1 : (h : ℂ) = 0 := congrFun h0 0
    exact hh.ne' (by exact_mod_cast h1)
  · rw [hM]
    ext i
    fin_cases i
    · change (_ ⬝ᵥ _ : ℂ) = I * κ * h
      simp only [dotProduct, Fin.sum_univ_two]
      change I * c * h + h * (I * (κ - c)) = I * κ * h
      ring
    · change (_ ⬝ᵥ _ : ℂ) = I * κ * (I * (κ - c))
      simp only [dotProduct, Fin.sum_univ_two]
      change (h : ℂ) * h + -(I * c) * (I * (κ - c)) = I * κ * (I * (κ - c))
      linear_combination hk' - ((κ : ℂ) ^ 2 - c ^ 2) * Complex.I_sq

end

end BalancedGainLossChain
```

```lean
#print axioms BalancedGainLossChain.real_eigenvalues_nonHermitian
#print axioms BalancedGainLossChain.two_site_complex_eigenvalue
```

```
'BalancedGainLossChain.real_eigenvalues_nonHermitian' depends on axioms: [propext, Classical.choice, Quot.sound]
'BalancedGainLossChain.two_site_complex_eigenvalue' depends on axioms: [propext, Classical.choice, Quot.sound]
```
